# A unique formal energy series from the level 0 of the two-level Hamiltonian with entries 0, t, t, 1 + td

When I expand the same energy level in two ways, I get agreement in the orders I have computed and no argument that it continues. My example has two states, with unperturbed energies 0 and 1, a coupling \(t\), and a shift \(td\) of the upper state, where \(d\) is a real number:
\[
H(t)=\begin{pmatrix}0 & t\\ t & 1+td\end{pmatrix}.
\]
An eigenvalue \(E\) obeys \(E(E-1-td)=t^2\). I can insert a power series and match orders in the Rayleigh–Schrödinger manner, or solve for \(E\) self-consistently in the Brillouin–Wigner manner and expand afterwards. Both give me
\[
E=-t^2+d\,t^3+(1-d^2)\,t^4+(d^3-3d)\,t^5+\dots
\]
But the equation is quadratic, so it has more than one solution, and I have never shown that order matching can be continued indefinitely, nor that starting from energy 0 leaves only one series. Without that, "the" perturbation series is a name for whatever my procedure returns. I would like to avoid convergence altogether and treat \(t\) as a formal variable. Can existence, uniqueness and these coefficients be proved rigorously for every real \(d\), and can the proof be machine-checked?

## From the secular equation to a recursion

They can, and the argument needs only the algebra of formal power series. Energies are measured in units of the unperturbed gap, which is where the 1 in \(H(t)\) comes from. Writing \(H(t)=H_0+tV\), the unperturbed part is \(H_0=\mathrm{diag}(0,1)\) on states 0 and 1, and the perturbation has elements \(V_{00}=0\), \(V_{01}=V_{10}=1\), \(V_{11}=d\). The bias \(d\) is thus the first-order shift of state 1 relative to state 0, in units of the coupling.

With \(I\) the unit matrix,
\[
\det(EI-H)=E\,(E-1-td)-(-t)(-t)=E(E-1-td)-t^2 ,
\]
so the secular equation is \(E(E-1-td)=t^2\). Let \(E=\sum_{n\ge 0}e_nt^n\) with real coefficients \(e_n\), and require \(e_0=0\). This condition picks the level that reduces to the unperturbed energy of state 0 when the perturbation is switched off. Multiplying out and isolating the linear term gives
\[
E=E^2-t\,d\,E-t^2 .
\]
Now take the coefficient of \(t^{n+1}\) for \(n\ge 0\). In \(E^2\) it is \(\sum_{j=0}^{n+1}e_je_{n+1-j}\). The terms \(j=0\) and \(j=n+1\) contain \(e_0\) and vanish, and setting \(j=k+1\) in the rest leaves \(\sum_{k=0}^{n-1}e_{k+1}e_{n-k}\), which is empty for \(n=0\). In \(t\,d\,E\) the coefficient is \(d\,e_n\), and in \(t^2\) it is the Kronecker symbol \(\delta_{n,1}\). At order zero both sides vanish. For a series with \(e_0=0\) the secular equation is therefore equivalent to
\[
e_{n+1}=\sum_{k=0}^{n-1}e_{k+1}\,e_{n-k}-d\,e_n-\delta_{n,1}\qquad(n\ge 0).
\]
Every index on the right is at most \(n\), so the recursion can be used as a definition. It produces a series, called \(E_-\), that has zero constant term and solves the equation. The nonzero gap is what makes this work: it supplies the linear term in \(E\), whose coefficient 1 multiplies \(e_{n+1}\).

The first orders are
\[
\begin{aligned}
e_1&=-d\,e_0=0,\\
e_2&=e_1^2-d\,e_1-1=-1,\\
e_3&=2e_1e_2-d\,e_2=d,\\
e_4&=2e_1e_3+e_2^2-d\,e_3=1-d^2,\\
e_5&=2e_1e_4+2e_2e_3-d\,e_4=-2d-d(1-d^2)=d^3-3d .
\end{aligned}
\]

## The two branches, the parity in d and the eigenvector

Let \(F\) be any formal series that solves the secular equation, with any constant term. Expanding the product below, the cross terms \(FE_-\) cancel, and what remains is the difference of the two equations:
\[
(F-E_-)\bigl(F-(1+td-E_-)\bigr)=F(F-1-td)-E_-(E_--1-td)=t^2-t^2=0 .
\]
A product of two nonzero real series is nonzero, because the product of their lowest nonvanishing coefficients survives. Hence \(F=E_-\) or \(F=1+td-E_-\). The second series is also a solution, since \(F(F-1-td)\) becomes \((1+td-E_-)(-E_-)=E_-(E_--1-td)\). Its constant term is 1, so \(F\) with zero constant term must be \(E_-\).

Uniqueness gives a symmetry. Write \(e_n(d)\) to show the bias. Replacing \(t\) by \(-t\) turns the equation into \(G(G-1+td)=t^2\) for \(G=\sum_n(-1)^ne_n(d)\,t^n\). This is the secular equation for bias \(-d\), and \(G\) has zero constant term, so \(e_n(-d)=(-1)^ne_n(d)\) at every order.

For the state, put \(c=\sum_{n\ge0}e_{n+1}t^n\), so that \(tc=E_-\). Row 0 of \(H(t)(1,c)^{T}=E_-(1,c)^{T}\) reads \(tc=E_-\). Row 1 reads \(t+(1+td)c=E_-c\). Multiplied by \(t\) it becomes \(t^2+(1+td)E_-=E_-^2\), which is the secular equation, and the factor \(t\) can be cancelled again because there are no zero divisors. The vector \((1,c)\), with \(c=-t+dt^2+(1-d^2)t^3+\dots\), is in intermediate normalisation. Dividing by \(\sqrt{1+c^2}\) would give amplitudes \(1-\tfrac12t^2+dt^3+\dots\) on state 0 and \(-t+dt^2+(\tfrac32-d^2)t^3+\dots\) on state 1, and a weight \(t^2-2dt^3+\dots\) on state 1.

## The Lean file

```lean
import Mathlib

open PowerSeries Matrix

namespace BiasedTwoLevel

noncomputable section

/-- The two-level Hamiltonian `H(t)` with diagonal entries `0` and `1 + t d` and coupling `t`,
as a matrix of formal power series in `t`. -/
def hamiltonian (d : ℝ) : Matrix (Fin 2) (Fin 2) ℝ⟦X⟧ :=
  !![0, X; X, 1 + X * C d]

/-- The secular equation `E (E - 1 - t d) = t²` for a formal power series `E` in `t`. -/
def Secular (d : ℝ) (E : ℝ⟦X⟧) : Prop :=
  E * (E - 1 - X * C d) = X ^ 2

/-- Energy corrections defined order by order: `e₀ = 0` and
`e_{n+1} = ∑_{k<n} e_{k+1} e_{n-k} - d e_n - δ_{n,1}`. -/
def rsCoeff (d : ℝ) : ℕ → ℝ
  | 0 => 0
  | n + 1 => (∑ k : Fin n, rsCoeff d ((k : ℕ) + 1) * rsCoeff d (n - (k : ℕ)))
      - d * rsCoeff d n - (if n = 1 then 1 else 0)
decreasing_by all_goals omega

/-- The series `E₋ = ∑ e_n tⁿ` built from the energy corrections. -/
def lowerLevel (d : ℝ) : ℝ⟦X⟧ :=
  PowerSeries.mk (rsCoeff d)

/-- The series `∑ e_{n+1} tⁿ`, the energy corrections shifted down by one order. -/
def admixture (d : ℝ) : ℝ⟦X⟧ :=
  PowerSeries.mk fun n => rsCoeff d (n + 1)

/-- The determinant of `E - H(t)` is `E (E - 1 - t d) - t²`. -/
theorem secular_det (d : ℝ) (E : ℝ⟦X⟧) :
    (E • (1 : Matrix (Fin 2) (Fin 2) ℝ⟦X⟧) - hamiltonian d).det
      = E * (E - 1 - X * C d) - X ^ 2 := by
  rw [Matrix.det_fin_two]
  simp [hamiltonian]
  ring

/-- If `E` has no constant term, the order `n + 1` of `E²` is `∑_{k<n} e_{k+1} e_{n-k}`. -/
theorem coeff_sq {E : ℝ⟦X⟧} (h0 : constantCoeff E = 0) (n : ℕ) :
    coeff (n + 1) (E * E) = ∑ k ∈ Finset.range n, coeff (k + 1) E * coeff (n - k) E := by
  rw [coeff_mul, Finset.Nat.sum_antidiagonal_eq_sum_range_succ_mk, Finset.sum_range_succ,
    Finset.sum_range_succ']
  simp [h0, Nat.add_sub_add_right]

/-- For a series without constant term the secular equation is equivalent to the recursion
`e_{n+1} = ∑_{k<n} e_{k+1} e_{n-k} - d e_n - δ_{n,1}` for its coefficients. -/
theorem secular_iff_recursion (d : ℝ) {E : ℝ⟦X⟧} (h0 : constantCoeff E = 0) :
    Secular d E ↔ ∀ n, coeff (n + 1) E =
      (∑ k ∈ Finset.range n, coeff (k + 1) E * coeff (n - k) E)
        - d * coeff n E - (if n = 1 then 1 else 0) := by
  -- fixed-point form of the secular equation
  have key : Secular d E ↔ E = E * E - X * (C d * E) - X ^ 2 := by
    unfold Secular
    constructor <;> intro h <;> linear_combination -h
  have hc : ∀ n, coeff (n + 1) (E * E - X * (C d * E) - X ^ 2) =
      (∑ k ∈ Finset.range n, coeff (k + 1) E * coeff (n - k) E)
        - d * coeff n E - (if n = 1 then 1 else 0) := by
    intro n
    rw [map_sub, map_sub, coeff_sq h0, coeff_succ_X_mul, coeff_C_mul, coeff_X_pow]
    by_cases hn : n = 1
    · rw [if_pos hn, if_pos (show n + 1 = 2 by omega)]
    · rw [if_neg hn, if_neg (show ¬ n + 1 = 2 by omega)]
  rw [key]
  constructor
  · intro h n
    rw [← hc n, ← h]
  · intro h
    ext n
    rcases n with _ | n
    · simp [h0]
    · rw [hc n, h n]

/-- The series `E₋` has no constant term and solves the secular equation. -/
theorem lowerLevel_spec (d : ℝ) :
    constantCoeff (lowerLevel d) = 0 ∧ Secular d (lowerLevel d) := by
  have h0 : constantCoeff (lowerLevel d) = 0 := by
    rw [← coeff_zero_eq_constantCoeff_apply, lowerLevel, coeff_mk, rsCoeff]
  refine ⟨h0, (secular_iff_recursion d h0).2 fun n => ?_⟩
  simp only [lowerLevel, coeff_mk]
  rw [rsCoeff, Finset.sum_range (fun k => rsCoeff d (k + 1) * rsCoeff d (n - k))]

/-- The series solving the secular equation are exactly `E₋` and `1 + t d - E₋`. -/
theorem secular_iff_branch (d : ℝ) (F : ℝ⟦X⟧) :
    Secular d F ↔ F = lowerLevel d ∨ F = 1 + X * C d - lowerLevel d := by
  have hs := (lowerLevel_spec d).2
  unfold Secular at hs ⊢
  constructor
  · intro h
    -- the difference of the two equations factorises
    have hf : (F - lowerLevel d) * (F - (1 + X * C d - lowerLevel d)) = 0 := by
      linear_combination h - hs
    rcases mul_eq_zero.1 hf with h1 | h1
    · exact Or.inl (sub_eq_zero.1 h1)
    · exact Or.inr (sub_eq_zero.1 h1)
  · rintro (h | h) <;> rw [h] <;> linear_combination hs

/-- A solution of the secular equation without constant term is `E₋`. -/
theorem eq_lowerLevel {d : ℝ} {F : ℝ⟦X⟧} (h0 : constantCoeff F = 0) (h : Secular d F) :
    F = lowerLevel d := by
  rcases (secular_iff_branch d F).1 h with h1 | h1
  · exact h1
  · -- the other branch starts at 1
    rw [h1] at h0
    simp [(lowerLevel_spec d).1] at h0

/-- A solution without constant term has the coefficients `0, -1, d, 1 - d², d³ - 3d` at
orders one to five. -/
theorem low_orders {d : ℝ} {E : ℝ⟦X⟧} (h0 : constantCoeff E = 0) (h : Secular d E) :
    coeff 1 E = 0 ∧ coeff 2 E = -1 ∧ coeff 3 E = d ∧ coeff 4 E = 1 - d ^ 2 ∧
      coeff 5 E = d ^ 3 - 3 * d := by
  have r := (secular_iff_recursion d h0).1 h
  have h1 : coeff 1 E = 0 := by simpa [h0] using r 0
  have h2 : coeff 2 E = -1 := by
    have := r 1
    norm_num [Finset.sum_range_succ, h1] at this
    linarith
  have h3 : coeff 3 E = d := by
    have := r 2
    norm_num [Finset.sum_range_succ, h1, h2] at this
    linarith
  have h4 : coeff 4 E = 1 - d ^ 2 := by
    have := r 3
    norm_num [Finset.sum_range_succ, h1, h2, h3] at this
    linarith
  have h5 : coeff 5 E = d ^ 3 - 3 * d := by
    have := r 4
    norm_num [Finset.sum_range_succ, h1, h2, h3, h4] at this
    linarith
  exact ⟨h1, h2, h3, h4, h5⟩

/-- Exactly one formal series `E` with zero constant term satisfies `E (E - 1 - t d) = t²`,
and its coefficients of orders one to five are `0, -1, d, 1 - d², d³ - 3d`. -/
theorem biased_two_level_series (d : ℝ) :
    (∃! E : ℝ⟦X⟧, constantCoeff E = 0 ∧ E * (E - 1 - X * C d) = X ^ 2) ∧
    ∀ E : ℝ⟦X⟧, constantCoeff E = 0 → E * (E - 1 - X * C d) = X ^ 2 →
      coeff 1 E = 0 ∧ coeff 2 E = -1 ∧ coeff 3 E = d ∧ coeff 4 E = 1 - d ^ 2 ∧
        coeff 5 E = d ^ 3 - 3 * d :=
  ⟨⟨lowerLevel d, lowerLevel_spec d, fun _ hF => eq_lowerLevel hF.1 hF.2⟩,
    fun _ h0 h => low_orders h0 h⟩

/-- Reversing the bias multiplies the correction of order `n` by `(-1)ⁿ`. -/
theorem rsCoeff_neg (d : ℝ) (n : ℕ) : rsCoeff (-d) n = (-1) ^ n * rsCoeff d n := by
  obtain ⟨h0, hs⟩ := lowerLevel_spec d
  have hC : rescale (-1 : ℝ) (C d) = C d := by
    ext m
    rw [coeff_rescale, coeff_C]
    split_ifs with h <;> simp [h]
  -- substitute t → -t in the secular equation
  have h := congrArg (rescale (-1 : ℝ)) (show _ = _ from hs)
  simp only [map_mul, map_sub, map_one, map_pow, rescale_neg_one_X, hC] at h
  have hs' : Secular (-d) (rescale (-1 : ℝ) (lowerLevel d)) := by
    unfold Secular
    rw [map_neg]
    linear_combination h
  have h0' : constantCoeff (rescale (-1 : ℝ) (lowerLevel d)) = 0 := by
    rw [← coeff_zero_eq_constantCoeff_apply, coeff_rescale, coeff_zero_eq_constantCoeff_apply,
      h0, mul_zero]
  have he := congrArg (coeff n) (eq_lowerLevel h0' hs')
  rw [coeff_rescale] at he
  simpa [lowerLevel] using he.symm

/-- The vector `(1, c)` with `c = ∑ e_{n+1} tⁿ` satisfies `H(t) (1, c) = E₋ (1, c)`. -/
theorem lowerLevel_eigenvector (d : ℝ) :
    hamiltonian d *ᵥ ![1, admixture d] = lowerLevel d • ![1, admixture d] := by
  have hs := (lowerLevel_spec d).2
  unfold Secular at hs
  have hc : X * admixture d = lowerLevel d := by
    ext n
    rcases n with _ | n
    · simp [(lowerLevel_spec d).1]
    · rw [coeff_succ_X_mul, admixture, lowerLevel, coeff_mk, coeff_mk]
  -- the second row is the secular equation divided by t
  have h2 : X + (1 + X * C d) * admixture d = lowerLevel d * admixture d := by
    apply mul_left_cancel₀ (X_ne_zero (R := ℝ))
    linear_combination (1 + X * C d - lowerLevel d) * hc - hs
  funext i
  fin_cases i
  · simpa [hamiltonian, Matrix.mulVec, dotProduct, Fin.sum_univ_two] using hc
  · simpa [hamiltonian, Matrix.mulVec, dotProduct, Fin.sum_univ_two] using h2

end

end BiasedTwoLevel
```

```lean
#print axioms BiasedTwoLevel.secular_det
#print axioms BiasedTwoLevel.biased_two_level_series
#print axioms BiasedTwoLevel.rsCoeff_neg
#print axioms BiasedTwoLevel.lowerLevel_eigenvector
```

```
'BiasedTwoLevel.secular_det' depends on axioms: [propext, Classical.choice, Quot.sound]
'BiasedTwoLevel.biased_two_level_series' depends on axioms: [propext, Classical.choice, Quot.sound]
'BiasedTwoLevel.rsCoeff_neg' depends on axioms: [propext, Classical.choice, Quot.sound]
'BiasedTwoLevel.lowerLevel_eigenvector' depends on axioms: [propext, Classical.choice, Quot.sound]
```

## What the definitions and theorems say

The type `ℝ⟦X⟧` is the ring of real formal power series. Its variable `X` is \(t\), the series `C d` is the constant \(d\), `coeff n E` is \(e_n\), and `constantCoeff E` is \(e_0\). An element is an arbitrary sequence of real coefficients, with no growth condition, and `X` is never given a numerical value. The matrix `hamiltonian d` is \(H(t)\), indexed by `Fin 2` with 0 for the state of unperturbed energy 0 and 1 for the other. The predicate `Secular d E` is the equation \(E(E-1-td)=t^2\), and `secular_det` connects it to the matrix by showing that the determinant of \(EI-H(t)\) is the left side minus the right side. The numbers `rsCoeff d n` are the \(e_n(d)\) defined by the recursion, `lowerLevel d` is \(E_-\), and `admixture d` is \(c\). The word "lower" refers to the constant terms 0 and 1; no ordering of series is used.

The main theorem, `biased_two_level_series`, holds for every real `d` with no further hypothesis and is a conjunction. The first half, with `∃!`, says that exactly one series has zero constant term and satisfies `E * (E - 1 - X * C d) = X ^ 2`. The second half says that every series with those two properties has the coefficients \(0,\,-1,\,d,\,1-d^2,\,d^3-3d\) at orders one to five. The equation is written out in the statement, so it can be read without any definition from the file. The second half speaks about all solutions, and the first shows that there is one to speak about. Beside it stand `secular_iff_branch`, which lists both solutions when the constant term is free, `rsCoeff_neg`, the parity at all orders, and `lowerLevel_eigenvector`, the eigenvector equation as an identity between vectors of series, where `*ᵥ` is the action of a matrix on a vector.

The coefficients come from the secular equation and not from the sum-over-states formulas of Rayleigh–Schrödinger theory. The link to that theory is `lowerLevel_eigenvector`: read order by order in \(t\), it says that \(E_-\) and \((1,c)\) satisfy the equations that the theory solves, with the component on state 0 fixed at 1. For the Brillouin–Wigner form \(E=t^2/(E-1-td)\), the denominator has constant term \(-1\) when \(e_0=0\) and so can be inverted as a series, which would make that equation a rewriting of the secular one and its expanded solution \(E_-\) again. This last step, the normalised amplitudes above and the closed form for \(d=0\) below are ordinary algebra added for orientation, and no theorem in the file states them.

The theorems are silent on convergence: nothing is said about the sum at a numerical \(t\), about truncation errors, or about the eigenvalues of the real matrix \(H(t)\). They concern one family of real symmetric \(2\times2\) matrices with a nondegenerate unperturbed spectrum and a perturbation linear in \(t\). A reference configuration mixing with one other configuration can be brought to this form by hand. Let the unperturbed energies be \(a\) and \(a+\Delta\) with \(\Delta\neq0\), and let the perturbation be \(\lambda W\) with \(W\) real symmetric and \(W_{01}\neq0\). Subtracting \(a+\lambda W_{00}\), the energy of the reference through first order, from both diagonal entries and dividing the matrix by \(\Delta\) gives \(H(t)\) with \(t=\lambda W_{01}/\Delta\) and \(d=(W_{11}-W_{00})/W_{01}\). For \(n\ge2\) the coefficient of \(\lambda^n\) in the energy is then \(\Delta\,e_n(d)\,(W_{01}/\Delta)^n\), so the coefficients above give exact values against which a perturbation calculation on two states can be compared.

## How the proofs follow the algebra

In `secular_det`, `Matrix.det_fin_two` expands the determinant, `simp` inserts the entries and `ring` collects terms. The definition `rsCoeff` calls itself at the indices \(k+1\), \(n-k\) and \(n\), and the clause `decreasing_by all_goals omega` establishes that each is below \(n+1\), which is the observation that made the recursion a definition. The subtraction `n - k` is in the natural numbers, and since \(k<n\) in the sum it is the ordinary difference.

The lemma `coeff_sq` is the computation of the coefficient of \(t^{n+1}\) in \(E^2\). After `coeff_mul` gives the convolution, `Finset.sum_range_succ` splits off the term \(j=n+1\) and `Finset.sum_range_succ'` the term \(j=0\), shifting the index to \(k+1\); both end terms disappear through `h0`.

In `secular_iff_recursion`, the step `key` is the rearrangement to \(E=E^2-tdE-t^2\). The tactic `linear_combination -h` checks that the goal differs from minus the hypothesis by a ring identity. The step `hc` extracts order \(n+1\) term by term: `coeff_succ_X_mul` lowers the index for the factor \(t\), `coeff_C_mul` pulls out \(d\), and the case split on `n = 1` identifies the coefficient of \(t^2\) with \(\delta_{n,1}\). One direction then reads off coefficients, and the other compares the two series at order zero and at each order \(n+1\). With this equivalence, `lowerLevel_spec` only has to unfold `rsCoeff`, whose defining equation is the recursion, and this is the existence proof.

Uniqueness goes through the factorisation. In `secular_iff_branch`, `hf` is the vanishing product, obtained as `h - hs`, the difference of the equations for \(F\) and \(E_-\), and `mul_eq_zero` is the absence of zero divisors. The lemma `eq_lowerLevel` discards the second branch, whose constant term 1 contradicts `h0`. The lemma `low_orders` applies the recursion to an arbitrary solution at \(n=0,\dots,4\); at \(n=0\) the sum is empty and `simpa` with `h0` gives \(e_1=0\), and in each later step `norm_num` expands the finite sum and substitutes the lower coefficients, and `linarith` puts the result in the stated form. The main theorem assembles `lowerLevel_spec`, `eq_lowerLevel` and `low_orders`.

For the parity, `rescale (-1 : ℝ)` is the substitution \(t\to-t\), a ring homomorphism that multiplies \(e_n\) by \((-1)^n\). It fixes the constant \(d\) (`hC`) and sends `X` to its negative, so applying it to the secular equation yields `hs'`, the equation for bias \(-d\). With `h0'` for the constant term, `eq_lowerLevel` identifies the rescaled series with `lowerLevel` at \(-d\), and the coefficient of order \(n\) is the claim. In `lowerLevel_eigenvector`, `hc` is \(tc=E_-\), proved coefficient by coefficient, and it is row 0. Row 1 is `h2`: `mul_left_cancel₀` with `X_ne_zero` reduces it to the same equation multiplied by \(t\), which follows from `hc` and the secular equation `hs`.

## The unbiased case d = 0

At \(d=0\) the theorem gives the coefficients \(0,-1,0,1,0\). The parity rule becomes \(e_n=(-1)^ne_n\), which forces every odd coefficient to vanish. The equation reduces to \(E^2-E-t^2=0\), and the root that vanishes at \(t=0\) is
\[
\tfrac12\bigl(1-\sqrt{1+4t^2}\bigr)=-t^2+t^4-2t^6+\dots ,
\]
in agreement with the orders above. The square root has branch points at \(t=\pm i/2\), so this expansion converges for \(|t|<\tfrac12\) and diverges for \(|t|>\tfrac12\), although the eigenvalue is smooth along the whole real axis. The formal series exists and is unique regardless of that radius, and the radius is information that the coefficient-wise statement does not address.
